# Two determinant-scaled Newton steps give the exact sign of a real symmetric invertible 2×2 matrix

## Levels at 4 and −1

Take two uncoupled levels, \(X=\mathrm{diag}(4,-1)\), and apply the step

\[
N(X)=\tfrac12\left(\mu X+(\mu X)^{-1}\right),\qquad \mu=|\det X|^{-1/2}.
\]

Here \(\mu=1/2\), so \(\mu X=\mathrm{diag}(2,-\tfrac12)\), with inverse \(\mathrm{diag}(\tfrac12,-2)\). Their average is \(\mathrm{diag}(\tfrac54,-\tfrac54)\): the two magnitudes have become equal. For this new matrix \(\mu=4/5\), the scaled matrix is \(\mathrm{diag}(1,-1)\), which is its own inverse, and the second step returns \(\mathrm{diag}(1,-1)\). The first step equalises the magnitudes and the second removes the common factor.

## The sign matrix and the occupied states

Let \(H\) be a one-electron Hamiltonian in an orthonormal basis, with energies measured from the Fermi level. Its spectral sign \(S\) has the same eigenvectors, with each eigenvalue replaced by its sign. If no level lies at zero, \((1-S)/2\) is the projector onto the occupied states. This is the zero-temperature density matrix of non-interacting electrons with one electron per occupied state; for spatial orbitals that hold both spins, the density matrix is twice this projector. For a real two-level model of this kind, the result below says that the scaled iteration reaches \(S\) in at most two steps.

## What is proved

Let \(H\) be a real symmetric 2×2 matrix with \(\det H\neq0\). Then \(N(H)\) is invertible and \(N(N(H))=S\). Moreover, \(N(H)=S\) already holds exactly when the two eigenvalues have equal magnitude.

In Lean, `scaledNewton` is \(N\); it computes \(\mu\) from its own argument, so the factor is renewed at each step. The type `Matrix (Fin 2) (Fin 2) ℝ` fixes two levels, numbered 0 and 1, and real matrix elements. Over the reals, `H.IsHermitian` means symmetric. The hypothesis `H.det ≠ 0` says that no level sits at the Fermi level, where occupied and empty would be undefined.

`spectralSign hH` is \(U\,\mathrm{diag}(\operatorname{sign}\varepsilon_i)\,U^T\), with \(\varepsilon_i\) the eigenvalues and the columns of \(U\) orthonormal eigenvectors. It is defined in any finite dimension. The theorem `spectralSign_mulVec` confirms its meaning: \(Hv=av\) implies \(Sv=\operatorname{sign}(a)\,v\), whichever eigenvectors were chosen for \(U\).

The theorems concern exact real arithmetic. They do not cover rounding, complex Hermitian matrices, non-orthogonal basis sets or termination for more than two levels.

## The derivation by hand

**Change of basis.** Let \(PQ=1\). Then \(\det(PXQ)=\det X\), so \(\mu\) is unchanged. For invertible \(X\),

\[
(\mu PXQ)^{-1}=Q^{-1}(\mu X)^{-1}P^{-1}=P(\mu X)^{-1}Q,
\]

and therefore \(N(PXQ)=P\,N(X)\,Q\).

**First step.** Write \(H=U\,\mathrm{diag}(\varepsilon_0,\varepsilon_1)\,U^T\). Both eigenvalues are nonzero because their product is \(\det H\). Put \(s_i=\operatorname{sign}\varepsilon_i\) and \(g=\sqrt{|\varepsilon_0\varepsilon_1|}\), so that \(\mu=1/g\). Since \(g^2=|\varepsilon_0||\varepsilon_1|\), level 0 becomes

\[
\frac12\left(\frac{\varepsilon_0}{g}+\frac{g}{\varepsilon_0}\right)
=\frac{s_0}{2}\left(\frac{|\varepsilon_0|}{g}+\frac{|\varepsilon_1|}{g}\right)
=r\,s_0,\qquad r=\frac{|\varepsilon_0|+|\varepsilon_1|}{2g}.
\]

Exchanging the labels gives \(r\,s_1\) for level 1, with the same \(r\), the ratio of the arithmetic to the geometric mean of the magnitudes. Returning to the original basis, \(N(H)=rS\).

**Second step.** Since \(s_i^2=1\) and \(U^TU=1\), we have \(S^2=1\). Hence \(S^{-1}=S\) and \(|\det S|=1\). As \(r>0\), the matrix \(rS\) is invertible, and \(|\det(rS)|=r^2\) gives \(\mu=1/r\). Thus

\[
N(rS)=\tfrac12(S+S^{-1})=S.
\]

**When one step is enough.** If \(rS=S\), multiplication by \(S\) gives \(r=1\), that is, \(|\varepsilon_0|+|\varepsilon_1|=2g\). Squaring and subtracting \(4g^2=4|\varepsilon_0||\varepsilon_1|\) leaves \((|\varepsilon_0|-|\varepsilon_1|)^2=0\). Conversely, equal magnitudes give \(r=1\).

## The step in a program

A program first subtracts the Fermi energy from the diagonal of the Hamiltonian matrix to obtain \(H\). One LU factorisation of the current iterate then supplies both the inverse and the determinant, the latter as the product of the pivots up to a sign that the absolute value removes. For \(n\) levels the corresponding factor is \(|\det X|^{-1/n}\), usually best evaluated from the logarithms of the pivot magnitudes to avoid overflow. With more than two levels, one step does not in general equalise all magnitudes, so the loop runs until the iterate stops changing to within a tolerance. A real symmetric two-level matrix with nonzero eigenvalues of different magnitude gives a quick check of the two-level case: after two steps only rounding error should remain. This check cannot reveal an exponent \(-1/2\) wrongly kept for larger \(n\), since the two formulas agree at \(n=2\).

## The complete Lean file

```lean
import Mathlib

open scoped Matrix

namespace TwoLevelSignNewton

noncomputable section

/-- One Newton step for the matrix sign of a two-level matrix, with the determinantal scaling
factor `|det X|^(-1/2)` computed from the current iterate. -/
def scaledNewton (X : Matrix (Fin 2) (Fin 2) ℝ) : Matrix (Fin 2) (Fin 2) ℝ :=
  (1 / 2 : ℝ) • ((√|X.det|)⁻¹ • X + ((√|X.det|)⁻¹ • X)⁻¹)

/-- The spectral sign of a real symmetric matrix: same eigenvectors, each eigenvalue replaced
by its sign. -/
def spectralSign {n : Type*} [Fintype n] [DecidableEq n] {H : Matrix n n ℝ}
    (hH : H.IsHermitian) : Matrix n n ℝ :=
  (hH.eigenvectorUnitary : Matrix n n ℝ) *
    Matrix.diagonal (fun i => Real.sign (hH.eigenvalues i)) *
    star (hH.eigenvectorUnitary : Matrix n n ℝ)

/-- The arithmetic mean of the magnitudes of two levels divided by their geometric mean. -/
def meanRatio (a b : ℝ) : ℝ := (|a| + |b|) / (2 * √|a * b|)

/-- A real symmetric matrix is rebuilt from its eigenvalues and orthonormal eigenvectors. -/
theorem eigen_decomposition {n : Type*} [Fintype n] [DecidableEq n] {H : Matrix n n ℝ}
    (hH : H.IsHermitian) :
    H = (hH.eigenvectorUnitary : Matrix n n ℝ) * Matrix.diagonal hH.eigenvalues *
      star (hH.eigenvectorUnitary : Matrix n n ℝ) :=
  hH.spectral_theorem.trans (by
    rw [Unitary.conjStarAlgAut_apply, RCLike.ofReal_real_eq_id]
    rfl)

/-- The spectral sign multiplies each eigenvector of `H` by the sign of its eigenvalue. -/
theorem spectralSign_mulVec {n : Type*} [Fintype n] [DecidableEq n] {H : Matrix n n ℝ}
    (hH : H.IsHermitian) {a : ℝ} {v : n → ℝ} (hv : H *ᵥ v = a • v) :
    spectralSign hH *ᵥ v = Real.sign a • v := by
  have hdec := eigen_decomposition hH
  have hUV := Matrix.mem_unitaryGroup_iff.1 hH.eigenvectorUnitary.2
  have hVU := mul_eq_one_comm.1 hUV
  unfold spectralSign
  generalize (hH.eigenvectorUnitary : Matrix n n ℝ) = U at *
  generalize hH.eigenvalues = d at *
  -- in the eigenbasis, `v` only has components on levels equal to `a`
  have hw : Matrix.diagonal d *ᵥ (star U *ᵥ v) = a • (star U *ᵥ v) := by
    have h1 : Matrix.diagonal d * star U = star U * H := by
      rw [hdec, ← mul_assoc, ← mul_assoc, hVU, one_mul]
    rw [Matrix.mulVec_mulVec, h1, ← Matrix.mulVec_mulVec, hv, Matrix.mulVec_smul]
  have hs : Matrix.diagonal (fun i => Real.sign (d i)) *ᵥ (star U *ᵥ v)
      = Real.sign a • (star U *ᵥ v) := by
    funext i
    have hi := congrFun hw i
    rw [Matrix.mulVec_diagonal, Pi.smul_apply, smul_eq_mul] at hi
    rw [Matrix.mulVec_diagonal, Pi.smul_apply, smul_eq_mul]
    by_cases h0 : (star U *ᵥ v) i = 0
    · rw [h0, mul_zero, mul_zero]
    · rw [mul_right_cancel₀ h0 hi]
  rw [← Matrix.mulVec_mulVec, ← Matrix.mulVec_mulVec, hs, Matrix.mulVec_smul,
    Matrix.mulVec_mulVec, hUV, Matrix.one_mulVec]

/-- An invertible symmetric matrix has no zero eigenvalue. -/
theorem eigenvalues_ne_zero {n : Type*} [Fintype n] [DecidableEq n] {H : Matrix n n ℝ}
    (hH : H.IsHermitian) (hdet : H.det ≠ 0) (i : n) : hH.eigenvalues i ≠ 0 := by
  intro hi
  apply hdet
  rw [hH.det_eq_prod_eigenvalues]
  exact Finset.prod_eq_zero (Finset.mem_univ i) (by simp [hi])

/-- The spectral sign of an invertible symmetric matrix squares to the identity. -/
theorem spectralSign_mul_self {n : Type*} [Fintype n] [DecidableEq n] {H : Matrix n n ℝ}
    (hH : H.IsHermitian) (hdet : H.det ≠ 0) : spectralSign hH * spectralSign hH = 1 := by
  have hUV := Matrix.mem_unitaryGroup_iff.1 hH.eigenvectorUnitary.2
  have hVU := mul_eq_one_comm.1 hUV
  have hD : Matrix.diagonal (fun i => Real.sign (hH.eigenvalues i)) *
      Matrix.diagonal (fun i => Real.sign (hH.eigenvalues i)) = 1 := by
    rw [Matrix.diagonal_mul_diagonal, ← Matrix.diagonal_one]
    congr 1
    funext i
    rcases lt_or_gt_of_ne (eigenvalues_ne_zero hH hdet i) with h | h
    · rw [Real.sign_of_neg h]; norm_num
    · rw [Real.sign_of_pos h]; norm_num
  unfold spectralSign
  generalize (hH.eigenvectorUnitary : Matrix n n ℝ) = U at *
  generalize Matrix.diagonal (fun i => Real.sign (hH.eigenvalues i)) = D at *
  calc U * D * star U * (U * D * star U) = U * D * (star U * U) * D * star U := by
        simp only [mul_assoc]
    _ = U * (D * D) * star U := by rw [hVU, mul_one, mul_assoc U D D]
    _ = 1 := by rw [hD, mul_one, hUV]

/-- The scaled Newton step commutes with a change of basis. -/
theorem scaledNewton_conj {P Q : Matrix (Fin 2) (Fin 2) ℝ} (hPQ : P * Q = 1)
    (X : Matrix (Fin 2) (Fin 2) ℝ) :
    scaledNewton (P * X * Q) = P * scaledNewton X * Q := by
  have hdet : (P * X * Q).det = X.det := by
    have h : P.det * Q.det = 1 := by rw [← Matrix.det_mul, hPQ, Matrix.det_one]
    rw [Matrix.det_mul, Matrix.det_mul]
    linear_combination X.det * h
  have hsm : ∀ c : ℝ, c • (P * X * Q) = P * (c • X) * Q := by
    intro c
    rw [Matrix.mul_smul, Matrix.smul_mul]
  unfold scaledNewton
  rw [hdet, hsm, Matrix.mul_inv_rev, Matrix.mul_inv_rev, Matrix.inv_eq_left_inv hPQ,
    Matrix.inv_eq_right_inv hPQ]
  simp only [Matrix.mul_smul, Matrix.smul_mul, Matrix.mul_add, Matrix.add_mul, Matrix.mul_assoc]

/-- The Newton update of one level `a`, scaled by the geometric mean `g` of `|a|` and `B`. -/
theorem level_update {a B g : ℝ} (ha : a ≠ 0) (hg0 : 0 < g) (hg : g ^ 2 = |a| * B) :
    1 / 2 * (g⁻¹ * a + (g⁻¹ * a)⁻¹) = (|a| + B) / (2 * g) * Real.sign a := by
  rcases lt_or_gt_of_ne ha with h | h
  · rw [abs_of_neg h] at hg ⊢
    have hi : (g⁻¹ * a)⁻¹ = -B / g := by
      rw [mul_inv, inv_inv, ← div_eq_mul_inv, div_eq_div_iff ha hg0.ne']
      linear_combination hg
    rw [hi, Real.sign_of_neg h]
    ring
  · rw [abs_of_pos h] at hg ⊢
    have hi : (g⁻¹ * a)⁻¹ = B / g := by
      rw [mul_inv, inv_inv, ← div_eq_mul_inv, div_eq_div_iff ha hg0.ne']
      linear_combination hg
    rw [hi, Real.sign_of_pos h]
    ring

/-- For two uncoupled nonzero levels, one scaled step gives the matrix of signs times the ratio
of the arithmetic to the geometric mean of the level magnitudes. -/
theorem scaledNewton_diagonal {d : Fin 2 → ℝ} (hd : ∀ i, d i ≠ 0) :
    scaledNewton (Matrix.diagonal d)
      = meanRatio (d 0) (d 1) • Matrix.diagonal (fun i => Real.sign (d i)) := by
  have hdet : (Matrix.diagonal d).det = d 0 * d 1 := by
    rw [Matrix.det_diagonal, Fin.prod_univ_two]
  have hg0 : 0 < √|d 0 * d 1| := Real.sqrt_pos.2 (abs_pos.2 (mul_ne_zero (hd 0) (hd 1)))
  have hg : √|d 0 * d 1| ^ 2 = |d 0| * |d 1| := by
    rw [Real.sq_sqrt (abs_nonneg _), abs_mul]
  unfold scaledNewton meanRatio
  rw [hdet]
  generalize √|d 0 * d 1| = g at *
  have hinv : (g⁻¹ • Matrix.diagonal d)⁻¹ = Matrix.diagonal (fun i => (g⁻¹ * d i)⁻¹) := by
    apply Matrix.inv_eq_right_inv
    rw [← Matrix.diagonal_smul, Matrix.diagonal_mul_diagonal, ← Matrix.diagonal_one]
    congr 1
    funext i
    exact mul_inv_cancel₀ (mul_ne_zero (inv_ne_zero hg0.ne') (hd i))
  have key : ∀ i, 1 / 2 * (g⁻¹ * d i + (g⁻¹ * d i)⁻¹)
      = (|d 0| + |d 1|) / (2 * g) * Real.sign (d i) :=
    Fin.forall_fin_two.2 ⟨level_update (hd 0) hg0 hg, by
      rw [add_comm |d 0|]
      exact level_update (hd 1) hg0 (by rw [hg, mul_comm])⟩
  rw [hinv]
  ext i j
  by_cases hij : i = j
  · subst hij
    simp only [Matrix.smul_apply, Matrix.add_apply, Matrix.diagonal_apply_eq, smul_eq_mul]
    exact key i
  · simp [Matrix.diagonal_apply_ne _ hij]

/-- A positive multiple of an involution is mapped to that involution in one scaled step. -/
theorem scaledNewton_smul_involution {S : Matrix (Fin 2) (Fin 2) ℝ} (hS : S * S = 1)
    {c : ℝ} (hc : 0 < c) : scaledNewton (c • S) = S := by
  have h1 : S.det * S.det = 1 := by rw [← Matrix.det_mul, hS, Matrix.det_one]
  have hd : |S.det| = 1 := (abs_eq zero_le_one).2 (mul_self_eq_one_iff.1 h1)
  -- the determinant recovers the common magnitude `c`
  have hg : √|(c • S).det| = c := by
    rw [Matrix.det_smul, abs_mul, hd, mul_one, Fintype.card_fin, abs_of_pos (pow_pos hc 2),
      Real.sqrt_sq hc.le]
  unfold scaledNewton
  rw [hg, smul_smul, inv_mul_cancel₀ hc.ne', one_smul, Matrix.inv_eq_right_inv hS]
  module

/-- After one scaled step, a symmetric invertible two-level matrix has become its spectral sign
times the ratio of the arithmetic to the geometric mean of its eigenvalue magnitudes. -/
theorem first_step {H : Matrix (Fin 2) (Fin 2) ℝ} (hH : H.IsHermitian) (hdet : H.det ≠ 0) :
    scaledNewton H
      = meanRatio (hH.eigenvalues 0) (hH.eigenvalues 1) • spectralSign hH := by
  have hUV := Matrix.mem_unitaryGroup_iff.1 hH.eigenvectorUnitary.2
  refine (congrArg scaledNewton (eigen_decomposition hH)).trans ?_
  rw [scaledNewton_conj hUV, scaledNewton_diagonal (eigenvalues_ne_zero hH hdet),
    Matrix.mul_smul, Matrix.smul_mul]
  rfl

/-- Finite termination: for a real symmetric invertible two-level matrix the first iterate is
invertible, and the second iterate is exactly the spectral sign. -/
theorem two_steps_give_sign {H : Matrix (Fin 2) (Fin 2) ℝ} (hH : H.IsHermitian)
    (hdet : H.det ≠ 0) :
    (scaledNewton H).det ≠ 0 ∧ scaledNewton (scaledNewton H) = spectralSign hH := by
  have h0 := eigenvalues_ne_zero hH hdet 0
  have h1 := eigenvalues_ne_zero hH hdet 1
  have hS := spectralSign_mul_self hH hdet
  have hr : 0 < meanRatio (hH.eigenvalues 0) (hH.eigenvalues 1) :=
    div_pos (add_pos (abs_pos.2 h0) (abs_pos.2 h1))
      (mul_pos two_pos (Real.sqrt_pos.2 (abs_pos.2 (mul_ne_zero h0 h1))))
  rw [first_step hH hdet]
  refine ⟨?_, scaledNewton_smul_involution hS hr⟩
  have hSd : (spectralSign hH).det ≠ 0 := by
    intro h
    have h2 := congrArg Matrix.det hS
    rw [Matrix.det_mul, h, Matrix.det_one, mul_zero] at h2
    exact zero_ne_one h2
  rw [Matrix.det_smul]
  exact mul_ne_zero (pow_ne_zero _ hr.ne') hSd

/-- A single scaled step already gives the spectral sign exactly when the two eigenvalues have
equal magnitude. -/
theorem one_step_iff {H : Matrix (Fin 2) (Fin 2) ℝ} (hH : H.IsHermitian) (hdet : H.det ≠ 0) :
    scaledNewton H = spectralSign hH ↔ |hH.eigenvalues 0| = |hH.eigenvalues 1| := by
  have h0 := eigenvalues_ne_zero hH hdet 0
  have h1 := eigenvalues_ne_zero hH hdet 1
  have hS := spectralSign_mul_self hH hdet
  have hpos := Real.sqrt_pos.2 (abs_pos.2 (mul_ne_zero h0 h1))
  have hsq := Real.sq_sqrt (abs_nonneg (hH.eigenvalues 0 * hH.eigenvalues 1))
  rw [first_step hH hdet]
  constructor
  · intro h
    have h2 : meanRatio (hH.eigenvalues 0) (hH.eigenvalues 1) •
        (1 : Matrix (Fin 2) (Fin 2) ℝ) = 1 := by
      rw [← hS, ← Matrix.smul_mul, h]
    have h3 : meanRatio (hH.eigenvalues 0) (hH.eigenvalues 1) = 1 := by
      simpa using congrFun (congrFun h2 0) 0
    unfold meanRatio at h3
    rw [div_eq_iff (mul_pos two_pos hpos).ne', one_mul] at h3
    -- equality of arithmetic and geometric mean forces equal magnitudes
    have h4 : (|hH.eigenvalues 0| - |hH.eigenvalues 1|) ^ 2 = 0 := by
      have h5 := abs_mul (hH.eigenvalues 0) (hH.eigenvalues 1)
      linear_combination (|hH.eigenvalues 0| + |hH.eigenvalues 1|
        + 2 * √|hH.eigenvalues 0 * hH.eigenvalues 1|) * h3 + 4 * hsq + 4 * h5
    exact sub_eq_zero.1 ((pow_eq_zero_iff two_ne_zero).1 h4)
  · intro h
    have h3 : meanRatio (hH.eigenvalues 0) (hH.eigenvalues 1) = 1 := by
      unfold meanRatio
      rw [div_eq_iff (mul_pos two_pos hpos).ne', abs_mul, h,
        Real.sqrt_mul_self (abs_nonneg _)]
      ring
    rw [h3, one_smul]

end

end TwoLevelSignNewton
```

```lean
#print axioms TwoLevelSignNewton.spectralSign_mulVec
#print axioms TwoLevelSignNewton.two_steps_give_sign
#print axioms TwoLevelSignNewton.one_step_iff
```

```
'TwoLevelSignNewton.spectralSign_mulVec' depends on axioms: [propext, Classical.choice, Quot.sound]
'TwoLevelSignNewton.two_steps_give_sign' depends on axioms: [propext, Classical.choice, Quot.sound]
'TwoLevelSignNewton.one_step_iff' depends on axioms: [propext, Classical.choice, Quot.sound]
```

## How the proof follows the derivation

`eigen_decomposition` puts Mathlib's spectral theorem into the form \(H=U\,\mathrm{diag}(\varepsilon)\,U^T\). To prove `spectralSign_mulVec`, the vector is expressed in the eigenbasis, where each component \(w_i\) satisfies \(\varepsilon_i w_i=a w_i\). Either \(w_i=0\) or \(\varepsilon_i=a\), and in both cases the sign matrix multiplies the component by \(\operatorname{sign}a\).

`eigenvalues_ne_zero` uses the determinant as the product of eigenvalues, and `spectralSign_mul_self` derives \(S^2=1\) from it. `scaledNewton_conj` is the change of basis. It carries no invertibility hypothesis, because Lean takes the inverse of zero and of a singular matrix to be zero; only the invertible case is used afterwards.

`level_update` is the calculation for a single nonzero level \(a\), with `B` standing for the magnitude of the other one. It treats negative and positive levels separately, and `linear_combination hg` uses \(g^2=|a|B\) to rewrite the inverse. `scaledNewton_diagonal` applies it to both levels, after checking the inverse of the diagonal matrix by multiplication. `first_step` carries the result to a general \(H\) through the eigendecomposition.

`scaledNewton_smul_involution` is the second step: for a matrix \(cS\) with \(c>0\) and \(S^2=1\), its `hg` recovers the factor \(c\) from the determinant. `two_steps_give_sign` supplies \(r>0\) and \(S^2=1\) to this lemma, and obtains the invertibility of \(rS\) from the same two facts.

In `one_step_iff`, the forward direction reads \(r=1\) off a diagonal entry of \(r\cdot1=1\). The final `linear_combination` multiplies \(|\varepsilon_0|+|\varepsilon_1|-2g=0\) by \(|\varepsilon_0|+|\varepsilon_1|+2g\), which is the squaring done by hand. The reverse direction substitutes equal magnitudes into `meanRatio`.
